# The parabola minimises the integrated squared slope of a one-dimensional augmentation charge at fixed radius and total charge

Let $R>0$, and let $Q$ be a continuously differentiable real function on $[-R,R]$ with $Q(-R)=Q(R)=0$ and $\int_{-R}^{R}Q\,dx=q$. Then

$$\int_{-R}^{R}Q'(x)^2\,dx\;\ge\;\frac{3q^2}{2R^3},$$

with equality if and only if $Q(x)=\dfrac{3q\,(R^2-x^2)}{4R^3}$ on $[-R,R]$. Halving $R$ at fixed $q$ multiplies the minimum by eight.

In an ultrasoft pseudopotential the smooth pseudo-wavefunctions do not carry the full charge near the nucleus. The missing part is restored by augmentation charges confined within a chosen radius. A small radius keeps neighbouring atoms' augmentation regions apart, but a given charge is then squeezed into less space, and the sharper profile needs a finer grid. In an actual construction, changing the radius at which the pseudo-wavefunctions are matched generally changes the missing charge too; here the charge is held fixed. The inequality puts a number on this conflict for a single profile on a line, with the integrated squared slope, here called the roughness, as the measure of sharpness.

## Integrating by parts and completing the square

Since $(xQ)'=Q+xQ'$ and $Q$ vanishes at both ends, integration over $[-R,R]$ gives

$$0=\int_{-R}^{R}Q\,dx+\int_{-R}^{R}xQ'\,dx,\qquad\text{so}\qquad \int_{-R}^{R}xQ'\,dx=-q.$$

The total charge therefore fixes the first moment of the slope. Put $c=3q/(2R^3)$ and expand:

$$\int_{-R}^{R}(Q'+cx)^2dx=\int_{-R}^{R}Q'^2dx+2c\int_{-R}^{R}xQ'\,dx+c^2\int_{-R}^{R}x^2dx.$$

The second term is $-2cq=-3q^2/R^3$. The third is $c^2\cdot\tfrac23R^3=3q^2/(2R^3)$. Hence

$$\int_{-R}^{R}Q'^2dx=\frac{3q^2}{2R^3}+\int_{-R}^{R}\left(Q'+\frac{3q}{2R^3}x\right)^2dx.$$

The last integral is non-negative, which proves the bound.

If equality holds, that integral is zero. Its integrand is continuous and non-negative, so it vanishes everywhere and $Q'(x)=-cx$. Integrating from $-R$, where $Q=0$, gives

$$Q(x)=\frac c2(R^2-x^2)=\frac{3q(R^2-x^2)}{4R^3}.$$

Conversely, this parabola has slope $-cx$, so the remainder is zero and equality holds. The parabola is also an allowed profile: it vanishes at $\pm R$, and its integral is $\frac{3q}{4R^3}\left(2R^3-\tfrac23R^3\right)=q$. The bound is thus a minimum that is attained. Replacing $R$ by $R/2$ divides $R^3$ by eight and multiplies the minimum by eight.

## Two profiles of unit charge, and a missing boundary condition

Take $R=1$ and $q=1$. The minimum is $3/2$, reached by $Q=\tfrac34(1-x^2)$. For comparison, $Q=\tfrac{15}{16}(1-x^2)^2$ also has unit charge and vanishes at $\pm1$. Its slope is $-\tfrac{15}{4}x(1-x^2)$, and its roughness is

$$\frac{225}{16}\cdot2\left(\frac13-\frac25+\frac17\right)=\frac{225}{16}\cdot\frac{16}{105}=\frac{15}{7}\approx2.14.$$

At $R=1/2$ the minimum for unit charge is $12$, eight times $3/2$.

Now keep $Q(-1)=0$ but omit $Q(1)=0$. The straight line $Q=(x+1)/2$ has unit charge and slope $1/2$, so its roughness is $1/2$, below $3/2$. A zero at the left end alone does not give the bound.

## Profiles, slopes and attained roughnesses in Lean

The structure `IsAugmentation R q Q Q'` collects the conditions on a profile. Here `Q'` is a second function whose name happens to contain a prime; the field `hasDeriv` is what makes it the derivative of `Q`, at every point of the open interval `Ioo (-R) R`. Both functions are continuous on the closed interval `Icc (-R) R`, and together these fields express continuous differentiability up to the ends. The remaining fields are the two boundary values and the total charge. Both functions are defined on all of $\mathbb R$, but their values beyond the interval play no role.

```lean
import Mathlib

open Set MeasureTheory

namespace AugmentationRoughness

noncomputable section

/-- `Q` is a continuously differentiable augmentation charge on `[-R, R]` with slope `Q'`,
vanishing at both ends and carrying total charge `q`. -/
structure IsAugmentation (R q : ℝ) (Q Q' : ℝ → ℝ) : Prop where
  cont : ContinuousOn Q (Icc (-R) R)
  hasDeriv : ∀ x ∈ Ioo (-R) R, HasDerivAt Q (Q' x) x
  slopeCont : ContinuousOn Q' (Icc (-R) R)
  left : Q (-R) = 0
  right : Q R = 0
  charge : ∫ x in (-R)..R, Q x = q
```

Textbooks write $Q_{ij}(\mathbf r)$ for the augmentation function of a pair of projector channels and $q_{ij}$ for its integral. The single `Q` and `q` here stand for one such pair reduced to a line. The charge `q` may have either sign or be zero, in which case the minimum is zero at every radius.

The roughness depends on the profile only through its slope.

```lean
/-- The roughness of a profile with slope `Q'`: the integral of the squared slope
over `[-R, R]`. -/
def roughness (R : ℝ) (Q' : ℝ → ℝ) : ℝ := ∫ x in (-R)..R, Q' x ^ 2
```

The candidate minimiser is written out explicitly.

```lean
/-- The parabolic profile `3q(R² - x²)/(4R³)`, for `R ≠ 0`. -/
def parabola (R q x : ℝ) : ℝ := 3 * q * (R ^ 2 - x ^ 2) / (4 * R ^ 3)
```

To speak of a minimum, one needs the set over which it is taken. `roughnessValues R q` contains a number `E` exactly when some admissible profile has roughness `E`.

```lean
/-- All roughnesses attained by augmentation charges of radius `R` and total charge `q`. -/
def roughnessValues (R q : ℝ) : Set ℝ :=
  {E | ∃ Q Q' : ℝ → ℝ, IsAugmentation R q Q Q' ∧ roughness R Q' = E}
```

The conditions do not ask the slope to vanish at $\pm R$. For $q\ne0$ the minimiser, continued by zero, has a kink there, whereas augmentation functions used in practice are usually joined more smoothly. The step left to physical judgement is the passage from this line segment to a three-dimensional augmentation function with its angular dependence; the power $R^{-3}$ and the factor eight belong to the one-dimensional model.

## The charge as a moment of the slope

The first theorem is the integration by parts. The fact `ftc` applies the fundamental theorem of calculus to $xQ(x)$, in a version that needs continuity on the closed interval but a derivative only inside it, which is just what `IsAugmentation` supplies. Splitting the integral and inserting the charge and the boundary values leaves a linear equation, which `linarith` solves.

```lean
variable {R q : ℝ} {Q Q' : ℝ → ℝ}

/-- For an augmentation charge of radius `R > 0`, the first moment of the slope is minus
the total charge. -/
theorem first_moment_slope (hR : 0 < R) (h : IsAugmentation R q Q Q') :
    ∫ x in (-R)..R, x * Q' x = -q := by
  have hle : -R ≤ R := by linarith
  have c1 := h.cont
  have c2 := h.slopeCont
  have i1 : IntervalIntegrable (fun x => Q x) volume (-R) R :=
    ContinuousOn.intervalIntegrable_of_Icc hle c1
  have i2 : IntervalIntegrable (fun x => x * Q' x) volume (-R) R :=
    ContinuousOn.intervalIntegrable_of_Icc hle (by fun_prop)
  -- integrate the derivative of `x Q(x)`
  have ftc : ∫ x in (-R)..R, (Q x + x * Q' x) = R * Q R - (-R) * Q (-R) :=
    intervalIntegral.integral_eq_sub_of_hasDerivAt_of_le (f := fun x => x * Q x) hle
      (by fun_prop)
      (fun x hx => ((hasDerivAt_id' x).fun_mul (h.hasDeriv x hx)).congr_deriv (by ring))
      (ContinuousOn.intervalIntegrable_of_Icc hle (by fun_prop))
  rw [intervalIntegral.integral_add i1 i2, h.charge, h.left, h.right] at ftc
  linarith
```

## The bound as an identity

The next theorem is the completed square. The constant `c` is introduced as a symbol with a defining equation `hc`, so that the expansion can be done before its value matters. The fact `e` expands the square under the integral, `sq` evaluates $\int x^2dx=2R^3/3$, and `key` is the cancellation of constants that singles out $c=3q/(2R^3)$. Substituting the first moment then gives the identity.

```lean
/-- For `R > 0`, the roughness of an augmentation charge is `3q²/(2R³)` plus the integrated
squared deviation of its slope from `-3qx/(2R³)`. -/
theorem roughness_eq_add_deviation (hR : 0 < R) (h : IsAugmentation R q Q Q') :
    roughness R Q' = 3 * q ^ 2 / (2 * R ^ 3)
      + ∫ x in (-R)..R, (Q' x + 3 * q / (2 * R ^ 3) * x) ^ 2 := by
  have hle : -R ≤ R := by linarith
  have c2 := h.slopeCont
  obtain ⟨c, hc⟩ : ∃ c, c = 3 * q / (2 * R ^ 3) := ⟨_, rfl⟩
  rw [← hc]
  have i1 : IntervalIntegrable (fun x => Q' x ^ 2) volume (-R) R :=
    ContinuousOn.intervalIntegrable_of_Icc hle (by fun_prop)
  have i2 : IntervalIntegrable (fun x => 2 * c * (x * Q' x)) volume (-R) R :=
    ContinuousOn.intervalIntegrable_of_Icc hle (by fun_prop)
  have i3 : IntervalIntegrable (fun x : ℝ => c ^ 2 * x ^ 2) volume (-R) R :=
    ContinuousOn.intervalIntegrable_of_Icc hle (by fun_prop)
  have i23 : IntervalIntegrable (fun x => 2 * c * (x * Q' x) + c ^ 2 * x ^ 2)
      volume (-R) R :=
    ContinuousOn.intervalIntegrable_of_Icc hle (by fun_prop)
  -- expand the square under the integral
  have e : ∫ x in (-R)..R, (Q' x + c * x) ^ 2 = (∫ x in (-R)..R, Q' x ^ 2)
      + (2 * c * (∫ x in (-R)..R, x * Q' x) + c ^ 2 * (∫ x in (-R)..R, x ^ 2)) := by
    rw [← intervalIntegral.integral_const_mul, ← intervalIntegral.integral_const_mul,
      ← intervalIntegral.integral_add i2 i3, ← intervalIntegral.integral_add i1 i23]
    refine intervalIntegral.integral_congr fun x _ => ?_
    show (Q' x + c * x) ^ 2 = Q' x ^ 2 + (2 * c * (x * Q' x) + c ^ 2 * x ^ 2)
    ring
  have sq : ∫ x in (-R)..R, x ^ 2 = 2 * R ^ 3 / 3 := by
    rw [integral_pow]
    push_cast
    ring
  have key : 3 * q ^ 2 / (2 * R ^ 3) + (2 * c * (-q) + c ^ 2 * (2 * R ^ 3 / 3)) = 0 := by
    rw [hc]
    field_simp
    ring
  rw [e, first_moment_slope hR h, sq]
  unfold roughness
  linarith
```

## The parabola is an admissible profile

The slope of the parabola comes from the usual differentiation rules, followed by algebra that brings it to the form $-3qx/(2R^3)$.

```lean
/-- The parabolic profile has slope `-3qx/(2R³)` when `R ≠ 0`. -/
theorem hasDerivAt_parabola (hR : R ≠ 0) (x : ℝ) :
    HasDerivAt (parabola R q) (-(3 * q / (2 * R ^ 3) * x)) x := by
  have hx : HasDerivAt (fun y : ℝ => y ^ 2) (2 * x) x := by
    simpa using hasDerivAt_pow 2 x
  have h := ((hx.const_sub (R ^ 2)).const_mul (3 * q)).div_const (4 * R ^ 3)
  exact h.congr_deriv (by field_simp; ring)
```

The parabola then meets every condition of `IsAugmentation`. Only the field `charge` takes work: the prefactor is pulled out, the two terms are integrated separately, and `field_simp` and `ring` confirm that the result is $q$.

```lean
/-- For `R > 0` the parabolic profile is an augmentation charge of radius `R` and total
charge `q`. -/
theorem parabola_isAugmentation (hR : 0 < R) (q : ℝ) :
    IsAugmentation R q (parabola R q) (fun x => -(3 * q / (2 * R ^ 3) * x)) where
  cont := fun x _ => (hasDerivAt_parabola hR.ne' x).continuousAt.continuousWithinAt
  hasDeriv := fun x _ => hasDerivAt_parabola hR.ne' x
  slopeCont := by fun_prop
  left := by simp [parabola]
  right := by simp [parabola]
  charge := by
    have i1 : IntervalIntegrable (fun _ : ℝ => R ^ 2) volume (-R) R :=
      continuous_const.intervalIntegrable _ _
    have i2 : IntervalIntegrable (fun x : ℝ => x ^ 2) volume (-R) R :=
      (continuous_pow 2).intervalIntegrable _ _
    have e : ∀ x, parabola R q x = 3 * q / (4 * R ^ 3) * (R ^ 2 - x ^ 2) := fun x => by
      unfold parabola
      ring
    simp_rw [e]
    rw [intervalIntegral.integral_const_mul, intervalIntegral.integral_sub i1 i2,
      intervalIntegral.integral_const, integral_pow, smul_eq_mul]
    push_cast
    field_simp
    ring
```

## The inequality and its equality case

`roughness_bound` says that every admissible profile with $R>0$ obeys the inequality, and that equality holds exactly when `Q` agrees with `parabola R q` at every point of the closed interval. The inequality follows at once from the identity and the non-negative integral `hnn`.

For the first direction of the equivalence, suppose that equality holds but the deviation $Q'(x)+cx$ is non-zero at some point. A continuous non-negative integrand that is positive at one point has a positive integral, which contradicts the identity. This gives `slope`. The difference between `Q` and the parabola then has zero derivative, and `ftc` integrates it from $-R$ to $x$. Both profiles vanish at $-R$, so they agree at $x$.

For the converse, two profiles that agree on the interval agree near each interior point, so uniqueness of the derivative gives equal slopes there (`inner`). Continuity carries this to the ends (`full`). The deviation integral is then zero, and the identity becomes the equality.

```lean
/-- An augmentation charge of radius `R > 0` and total charge `q` has roughness at least
`3q²/(2R³)`, with equality exactly for the parabolic profile. -/
theorem roughness_bound (hR : 0 < R) (h : IsAugmentation R q Q Q') :
    3 * q ^ 2 / (2 * R ^ 3) ≤ roughness R Q' ∧
      (roughness R Q' = 3 * q ^ 2 / (2 * R ^ 3) ↔
        ∀ x ∈ Icc (-R) R, Q x = parabola R q x) := by
  have hlt : -R < R := by linarith
  have c2 := h.slopeCont
  have key := roughness_eq_add_deviation hR h
  have hnn : 0 ≤ ∫ x in (-R)..R, (Q' x + 3 * q / (2 * R ^ 3) * x) ^ 2 :=
    intervalIntegral.integral_nonneg hlt.le fun x _ => sq_nonneg _
  refine ⟨by linarith, fun heq => ?_, fun hQ => ?_⟩
  · -- a continuous square with zero integral vanishes, which fixes the slope
    have slope : ∀ x ∈ Icc (-R) R, Q' x + 3 * q / (2 * R ^ 3) * x = 0 := by
      intro x hx
      by_contra hne
      have hpos : 0 < ∫ x in (-R)..R, (Q' x + 3 * q / (2 * R ^ 3) * x) ^ 2 :=
        intervalIntegral.integral_pos hlt (by fun_prop) (fun y _ => sq_nonneg _)
          ⟨x, hx, by positivity⟩
      linarith
    intro x hx
    have hP := parabola_isAugmentation hR q
    have hsub : Icc (-R) x ⊆ Icc (-R) R := Icc_subset_Icc_right hx.2
    -- the difference from the parabola has zero slope and starts at zero
    have ftc : ∫ _t in (-R)..x, (0 : ℝ)
        = (Q x - parabola R q x) - (Q (-R) - parabola R q (-R)) :=
      intervalIntegral.integral_eq_sub_of_hasDerivAt_of_le
        (f := fun t => Q t - parabola R q t) hx.1
        ((h.cont.mono hsub).sub (hP.cont.mono hsub))
        (fun t ht => ((h.hasDeriv t ⟨ht.1, ht.2.trans_le hx.2⟩).fun_sub
          (hasDerivAt_parabola hR.ne' t)).congr_deriv (by
            linarith [slope t ⟨ht.1.le, ht.2.le.trans hx.2⟩]))
        (continuous_const.intervalIntegrable _ _)
    rw [intervalIntegral.integral_zero, h.left, hP.left] at ftc
    linarith
  · -- equal profiles have equal slopes inside, hence on the closed interval
    have inner : EqOn Q' (fun x => -(3 * q / (2 * R ^ 3) * x)) (Ioo (-R) R) := by
      intro x hx
      have hev : parabola R q =ᶠ[nhds x] Q := by
        filter_upwards [Ioo_mem_nhds hx.1 hx.2] with y hy
        exact (hQ y ⟨hy.1.le, hy.2.le⟩).symm
      exact ((h.hasDeriv x hx).congr_of_eventuallyEq hev).unique
        (hasDerivAt_parabola hR.ne' x)
    have full : EqOn Q' (fun x => -(3 * q / (2 * R ^ 3) * x)) (Icc (-R) R) :=
      inner.of_subset_closure c2 (by fun_prop) Ioo_subset_Icc_self
        (closure_Ioo hlt.ne).ge
    have hz : ∫ x in (-R)..R, (Q' x + 3 * q / (2 * R ^ 3) * x) ^ 2
        = ∫ _x in (-R)..R, (0 : ℝ) := by
      refine intervalIntegral.integral_congr fun x hx => ?_
      rw [uIcc_of_le hlt.le] at hx
      have hs : Q' x = -(3 * q / (2 * R ^ 3) * x) := full hx
      show (Q' x + 3 * q / (2 * R ^ 3) * x) ^ 2 = 0
      rw [hs]
      ring
    rw [key, hz, intervalIntegral.integral_zero, add_zero]
```

## The minimum and its change with radius

`IsLeast S m` means that `m` belongs to the set `S` and that no element of `S` is smaller. Membership is provided by the parabola, through the equality case of the previous theorem; the lower bound is its inequality, applied to an arbitrary admissible profile.

```lean
/-- For `R > 0`, the least roughness of an augmentation charge of radius `R` and total
charge `q` is `3q²/(2R³)`. -/
theorem isLeast_roughness (hR : 0 < R) (q : ℝ) :
    IsLeast (roughnessValues R q) (3 * q ^ 2 / (2 * R ^ 3)) := by
  have hP := parabola_isAugmentation hR q
  refine ⟨⟨_, _, hP, (roughness_bound hR hP).2.mpr fun _ _ => rfl⟩, ?_⟩
  rintro E ⟨Q, Q', h, rfl⟩
  exact (roughness_bound hR h).1
```

The last theorem compares two minima. If `m` is the least roughness at radius $R$, then `8 * m` is the least roughness at radius $R/2$ with the same `q`. A set has at most one least element, so `hm.unique` identifies `m` with $3q^2/(2R^3)$, and `ring` checks that eight times this value is the formula at $R/2$.

```lean
/-- Halving the augmentation radius `R > 0` at fixed total charge multiplies the least
roughness by eight. -/
theorem halving_radius (hR : 0 < R) {m : ℝ} (hm : IsLeast (roughnessValues R q) m) :
    IsLeast (roughnessValues (R / 2) q) (8 * m) := by
  have e : 8 * m = 3 * q ^ 2 / (2 * (R / 2) ^ 3) := by
    rw [hm.unique (isLeast_roughness hR q)]
    ring
  rw [e]
  exact isLeast_roughness (half_pos hR) q

end

end AugmentationRoughness
```

```lean
#print axioms AugmentationRoughness.parabola_isAugmentation
#print axioms AugmentationRoughness.halving_radius
```

```
'AugmentationRoughness.parabola_isAugmentation' depends on axioms: [propext, Classical.choice, Quot.sound]
'AugmentationRoughness.halving_radius' depends on axioms: [propext, Classical.choice, Quot.sound]
```
